# At fixed electron number, the expectation value of a shift of smeared levels responds with minus a weighted sum of squares

## The chemical potential as a given function

The chemical potential enters here as a given function $\mu(t)$ of the perturbation strength $t$. It is assumed to be differentiable at $t=0$ and to keep the electron number constant; it is not constructed by solving the number equation. For a continuously differentiable occupation function with negative slope, such a $\mu$ exists: choose $\mu(0)$ and let $N$ be the electron number there. The intermediate value theorem and monotonicity then give exactly one $\mu(t)$ for every $t$, and the implicit function theorem shows that it is differentiable.

The levels have energies $e_i + t v_i$, with $i$ running over a finite, nonempty set. This describes non-interacting electrons under a perturbation that is diagonal in the level basis, with eigenvalues $v_i$. The orbitals stay fixed and only the occupations change. In a smeared calculation for a metal, this is the occupation part of the linear response within such a fixed-orbital model; the feedback of a self-consistent Kohn-Sham or Hartree-Fock calculation, where levels depend on occupations, is absent.

Each level is occupied according to $f(e_i + t v_i - \mu(t))$, where $f$ is differentiable and $f'<0$ everywhere: raising a level relative to the chemical potential lowers its occupation. Fermi-Dirac smearing satisfies this, while smearing schemes with non-monotonic occupations do not.

## The response formula and its Lean form

Define the weights, their total and the weighted mean shift by
$$w_i = -f'(e_i-\mu(0)),\qquad W=\sum_i w_i,\qquad m=\frac1W\sum_i w_i v_i .$$
If $\sum_i f(e_i+t v_i-\mu(t))=N$ for all $t$, then
$$\frac{d}{dt}\sum_i v_i f(e_i+t v_i-\mu(t))\Big|_{t=0}=-\sum_i w_i (v_i-m)^2 .$$
The sum on the left is the expectation value of the perturbation itself.

This is `fixed_number_response`. The type `ι` labels the levels, and `ensembleSum f e v μ a` is the occupation-weighted sum of an observable with level values $a_i$, as a function of $t$. The weights are `levelWeight f' e (μ 0)`, and `wmean` is the weighted mean. The hypothesis `hf` says that `f'` is the derivative of `f` at every point, `hneg` gives its sign, `hμ` is the differentiability of $\mu$ at zero, and `hN` fixes the electron number. The conclusion, a `HasDerivAt` statement, says that the derivative exists and has the displayed value.

The more general `cross_response` allows any observable $a$. Its response is minus `wcov`, the covariance
$$\sum_i w_i(a_i-\bar a)(v_i-m),\qquad \bar a=\frac1W\sum_i w_i a_i ,$$
which is not divided by $W$. Nothing restricts $f$ to values between 0 and 1; the physical reading as an occupation adds that.

## From the chain rule to the covariance

Write $A_a(t)=\sum_i a_i f(e_i+t v_i-\mu(t))$. The chain rule gives
$$A_a'(0)=\sum_i a_i f'(e_i-\mu(0))\,(v_i-\mu'(0))=-\sum_i w_i a_i\,(v_i-\mu'(0)).$$
For $a_i=1$ the sum is the electron number, whose derivative is zero. Hence
$$\sum_i w_i\,(v_i-\mu'(0))=0,\qquad\text{so}\qquad \mu'(0)=\frac{\sum_i w_i v_i}{W}=m .$$
The division is allowed because every $w_i$ is positive and there is at least one level. The chemical potential therefore follows the weighted mean shift.

Since $\sum_i w_i(v_i-m)=0$, subtracting the constant $\bar a$ from the observable changes nothing:
$$A_a'(0)=-\sum_i w_i a_i (v_i-m)=-\sum_i w_i (a_i-\bar a)(v_i-m).$$
Setting $a=v$ gives the sum of squares.

Every term $w_i(v_i-m)^2$ is nonnegative, so the response is at most zero. It is zero exactly when $v_i=m$ for all $i$, that is, when all levels shift equally. A single level therefore has zero response.

## Two Fermi-Dirac levels

Let $f(x)=1/(1+e^{x/T})$, with the temperature $T>0$ in energy units. Then
$$f(-x)=\frac{e^{x/T}}{1+e^{x/T}}=1-f(x),\qquad f'(x)=-\frac{e^{x/T}}{T(1+e^{x/T})^2}=-\frac{f(x)(1-f(x))}{T}<0 .$$
Take levels $\Delta$ and $-\Delta$ with shifts $1$ and $-1$, and $\mu(t)=0$. The electron number is $f(\Delta+t)+f(-(\Delta+t))=1$ for every $t$. Both weights equal $f(\Delta)(1-f(\Delta))/T$, so $m=0$ and the response is
$$-\frac{2f(\Delta)(1-f(\Delta))}{T}.$$

## The Lean file

```lean
import Mathlib

open Finset

namespace MetallicResponse

noncomputable section

variable {ι : Type*} [Fintype ι]

/-- The sum of a level observable `a` over the levels `e i + t * v i`, each weighted with its
occupation `f` at chemical potential `μ t`. -/
def ensembleSum (f : ℝ → ℝ) (e v : ι → ℝ) (μ : ℝ → ℝ) (a : ι → ℝ) (t : ℝ) : ℝ :=
  ∑ i, a i * f (e i + t * v i - μ t)

/-- The weight of a level: minus the slope `f'` of the occupation function at that level. -/
def levelWeight (f' : ℝ → ℝ) (e : ι → ℝ) (μ₀ : ℝ) (i : ι) : ℝ := -f' (e i - μ₀)

/-- The `w`-weighted mean of a level observable, for nonzero total weight. -/
def wmean (w a : ι → ℝ) : ℝ := (∑ i, w i * a i) / ∑ i, w i

/-- The `w`-weighted covariance (not normalised) of two level observables,
for nonzero total weight. -/
def wcov (w a b : ι → ℝ) : ℝ := ∑ i, w i * (a i - wmean w a) * (b i - wmean w b)

variable {f f' : ℝ → ℝ} {e v : ι → ℝ} {μ : ℝ → ℝ} {N : ℝ}

/-- Linear response for differentiable `f` when the chemical potential moves with slope `μ'`:
each level responds to its shift relative to the chemical potential. -/
theorem hasDerivAt_ensembleSum (hf : ∀ x, HasDerivAt f (f' x) x) {μ' : ℝ}
    (hμ : HasDerivAt μ μ' 0) (e v a : ι → ℝ) :
    HasDerivAt (ensembleSum f e v μ a)
      (-∑ i, levelWeight f' e (μ 0) i * a i * (v i - μ')) 0 := by
  have h : ∀ i ∈ (univ : Finset ι), HasDerivAt (fun t => a i * f (e i + t * v i - μ t))
      (a i * (f' (e i - μ 0) * (v i - μ'))) 0 := by
    intro i _
    have h1 : HasDerivAt (fun t : ℝ => e i + t * v i) (v i) 0 :=
      (((hasDerivAt_id' (0 : ℝ)).mul_const (v i)).const_add (e i)).congr_deriv (one_mul _)
    have hin : HasDerivAt (fun t : ℝ => e i + t * v i - μ t) (v i - μ') 0 := h1.fun_sub hμ
    have hfi : HasDerivAt f (f' (e i - μ 0)) (e i + 0 * v i - μ 0) := by
      rw [show e i + 0 * v i - μ 0 = e i - μ 0 by ring]
      exact hf _
    exact (hfi.comp (0 : ℝ) hin).const_mul (a i)
  refine (HasDerivAt.fun_sum h).congr_deriv ?_
  rw [← sum_neg_distrib]
  exact sum_congr rfl fun i _ => by unfold levelWeight; ring

/-- If `f' < 0` and there is at least one level, the total weight is positive. -/
theorem totalWeight_pos [Nonempty ι] (hneg : ∀ x, f' x < 0) (e : ι → ℝ) (μ₀ : ℝ) :
    0 < ∑ i, levelWeight f' e μ₀ i :=
  sum_pos (fun _ _ => neg_pos.mpr (hneg _)) univ_nonempty

/-- For differentiable `f` with `f' < 0`, differentiable `μ` and fixed electron number, the
response of any level observable `a` is minus its weighted covariance with the level shifts. -/
theorem cross_response [Nonempty ι] (hf : ∀ x, HasDerivAt f (f' x) x)
    (hneg : ∀ x, f' x < 0) (hμ : DifferentiableAt ℝ μ 0)
    (hN : ∀ t, ∑ i, f (e i + t * v i - μ t) = N) (a : ι → ℝ) :
    HasDerivAt (ensembleSum f e v μ a) (-wcov (levelWeight f' e (μ 0)) a v) 0 := by
  have hW := totalWeight_pos hneg e (μ 0)
  -- the number of electrons is the ensemble sum of the observable 1
  have h1 := hasDerivAt_ensembleSum hf hμ.hasDerivAt e v (fun _ => 1)
  have h2 : ensembleSum f e v μ (fun _ => 1) = fun _ => N := by
    funext t
    simp only [ensembleSum, one_mul]
    exact hN t
  rw [h2] at h1
  have h3 := h1.unique (hasDerivAt_const (0 : ℝ) N)
  simp only [mul_one] at h3
  have hcons : ∑ i, levelWeight f' e (μ 0) i * (v i - deriv μ 0) = 0 := by linarith
  -- hence the chemical potential follows the weighted mean shift
  have hm : deriv μ 0 = wmean (levelWeight f' e (μ 0)) v := by
    have h4 := hcons
    simp only [mul_sub, sum_sub_distrib, ← sum_mul] at h4
    unfold wmean
    rw [eq_div_iff hW.ne']
    linarith
  refine (hasDerivAt_ensembleSum hf hμ.hasDerivAt e v a).congr_deriv ?_
  rw [hm] at hcons ⊢
  -- centring the observable costs nothing
  have h5 : wcov (levelWeight f' e (μ 0)) a v =
      ∑ i, levelWeight f' e (μ 0) i * a i * (v i - wmean (levelWeight f' e (μ 0)) v)
      - wmean (levelWeight f' e (μ 0)) a *
        ∑ i, levelWeight f' e (μ 0) i * (v i - wmean (levelWeight f' e (μ 0)) v) := by
    rw [mul_sum, ← sum_sub_distrib]
    exact sum_congr rfl fun i _ => by ring
  rw [h5, hcons, mul_zero, sub_zero]

/-- Metallic response at fixed electron number: for differentiable `f` with `f' < 0` and
differentiable `μ`, the perturbation's own expectation value responds with minus the weighted
sum of squared deviations of the level shifts from their weighted mean. -/
theorem fixed_number_response [Nonempty ι] (hf : ∀ x, HasDerivAt f (f' x) x)
    (hneg : ∀ x, f' x < 0) (hμ : DifferentiableAt ℝ μ 0)
    (hN : ∀ t, ∑ i, f (e i + t * v i - μ t) = N) :
    HasDerivAt (ensembleSum f e v μ v)
      (-∑ i, levelWeight f' e (μ 0) i * (v i - wmean (levelWeight f' e (μ 0)) v) ^ 2) 0 := by
  refine (cross_response hf hneg hμ hN v).congr_deriv (congrArg Neg.neg ?_)
  exact sum_congr rfl fun i _ => by ring

/-- For differentiable `f` with `f' < 0`, differentiable `μ` and fixed electron number, the response
`R` of the perturbation's own expectation value is never positive, and it vanishes exactly when all
levels shift equally. -/
theorem response_nonpos_and_eq_zero_iff [Nonempty ι] (hf : ∀ x, HasDerivAt f (f' x) x)
    (hneg : ∀ x, f' x < 0) (hμ : DifferentiableAt ℝ μ 0)
    (hN : ∀ t, ∑ i, f (e i + t * v i - μ t) = N) {R : ℝ}
    (hR : HasDerivAt (ensembleSum f e v μ v) R 0) :
    R ≤ 0 ∧ (R = 0 ↔ ∀ i j, v i = v j) := by
  have hw : ∀ i, 0 < levelWeight f' e (μ 0) i := fun i => neg_pos.mpr (hneg _)
  have hW := totalWeight_pos hneg e (μ 0)
  rw [hR.unique (fixed_number_response hf hneg hμ hN)]
  have hnn : ∀ i ∈ (univ : Finset ι), 0 ≤ levelWeight f' e (μ 0) i *
      (v i - wmean (levelWeight f' e (μ 0)) v) ^ 2 :=
    fun i _ => mul_nonneg (hw i).le (sq_nonneg _)
  refine ⟨neg_nonpos.mpr (sum_nonneg hnn), ?_⟩
  rw [neg_eq_zero, sum_eq_zero_iff_of_nonneg hnn]
  constructor
  · intro h
    have hv : ∀ i, v i = wmean (levelWeight f' e (μ 0)) v := fun i =>
      sub_eq_zero.mp (pow_eq_zero_iff two_ne_zero |>.mp
        ((mul_eq_zero.mp (h i (mem_univ i))).resolve_left (hw i).ne'))
    exact fun i j => (hv i).trans (hv j).symm
  · intro h i _
    have hm : wmean (levelWeight f' e (μ 0)) v = v i := by
      unfold wmean
      rw [div_eq_iff hW.ne', mul_sum]
      exact sum_congr rfl fun j _ => by rw [h j i]; ring
    rw [hm]
    ring

/-- The Fermi-Dirac occupation at temperature `T > 0` (in energy units). -/
def fermi (T x : ℝ) : ℝ := 1 / (1 + Real.exp (x / T))

/-- Particle-hole symmetry of the Fermi-Dirac occupation. -/
theorem fermi_neg (T x : ℝ) : fermi T (-x) = 1 - fermi T x := by
  unfold fermi
  rw [neg_div, Real.exp_neg]
  have hE := Real.exp_pos (x / T)
  generalize Real.exp (x / T) = E at hE ⊢
  field_simp
  ring

/-- At `T > 0` the Fermi-Dirac occupation `f` has the negative slope `-f (1 - f) / T`. -/
theorem fermi_slope {T : ℝ} (hT : 0 < T) (x : ℝ) :
    HasDerivAt (fermi T) (-(fermi T x * (1 - fermi T x) / T)) x ∧
      -(fermi T x * (1 - fermi T x) / T) < 0 := by
  constructor
  · have h1 : HasDerivAt (fun y => 1 + Real.exp (y / T)) (Real.exp (x / T) * (1 / T)) x :=
      (((hasDerivAt_id' x).div_const T).exp).const_add 1
    have hE := Real.exp_pos (x / T)
    refine ((hasDerivAt_const x (1 : ℝ)).fun_div h1 (by positivity)).congr_deriv ?_
    unfold fermi
    generalize Real.exp (x / T) = E at hE ⊢
    field_simp
    ring
  · have h1 : 0 < fermi T x := by unfold fermi; positivity
    have h2 : 0 < 1 - fermi T x := by rw [← fermi_neg]; unfold fermi; positivity
    exact neg_neg_of_pos (div_pos (mul_pos h1 h2) hT)

/-- Two Fermi-Dirac levels `Δ` and `-Δ` at `T > 0`, shifted oppositely at zero chemical potential,
hold one electron throughout and have the response `-2 f (1 - f) / T`, with `f` taken at `Δ`. -/
theorem two_level_witness {T : ℝ} (hT : 0 < T) (Δ : ℝ) :
    (∀ t : ℝ, ∑ i, fermi T ((![Δ, -Δ] : Fin 2 → ℝ) i + t * (![1, -1] : Fin 2 → ℝ) i - 0) = 1) ∧
    HasDerivAt (ensembleSum (fermi T) ![Δ, -Δ] ![1, -1] (fun _ => 0) ![1, -1])
      (-(2 * (fermi T Δ * (1 - fermi T Δ)) / T)) 0 := by
  have hN : ∀ t : ℝ,
      ∑ i, fermi T ((![Δ, -Δ] : Fin 2 → ℝ) i + t * (![1, -1] : Fin 2 → ℝ) i - 0) = 1 := by
    intro t
    rw [Fin.sum_univ_two]
    show fermi T (Δ + t * 1 - 0) + fermi T (-Δ + t * -1 - 0) = 1
    rw [show -Δ + t * -1 - 0 = -(Δ + t) by ring, fermi_neg,
      show Δ + t * 1 - 0 = Δ + t by ring]
    ring
  refine ⟨hN, ?_⟩
  have h := fixed_number_response (μ := fun _ => 0) (fun x => (fermi_slope hT x).1)
    (fun x => (fermi_slope hT x).2) (differentiableAt_const 0) hN
  refine h.congr_deriv ?_
  -- particle-hole symmetry makes the two weights equal, so the mean shift is zero
  simp only [wmean, levelWeight, Fin.sum_univ_two, Matrix.cons_val_zero, Matrix.cons_val_one,
    sub_zero, fermi_neg]
  ring

end

end MetallicResponse
```

```lean
#print axioms MetallicResponse.fixed_number_response
#print axioms MetallicResponse.response_nonpos_and_eq_zero_iff
```

```
'MetallicResponse.fixed_number_response' depends on axioms: [propext, Classical.choice, Quot.sound]
'MetallicResponse.response_nonpos_and_eq_zero_iff' depends on axioms: [propext, Classical.choice, Quot.sound]
```

## How the lemmas fit together

`hasDerivAt_ensembleSum` is the chain-rule step, for any slope `μ'` of the chemical potential. It differentiates the argument of $f$ for each level, composes with `hfi`, and adds the terms with `HasDerivAt.fun_sum`. `totalWeight_pos` supplies $W>0$.

In `cross_response`, the chain rule is first applied to the observable 1. `h2` identifies that sum with the constant `N`, and uniqueness of the derivative yields `hcons`, the condition $\sum_i w_i(v_i-\mu'(0))=0$. From it, `hm` obtains $\mu'(0)=m$. The identity `h5` expands the covariance into the uncentred sum minus $\bar a$ times a sum that `hcons` makes zero. The formula itself uses the sign of $f'$ only through $W\neq0$.

`fixed_number_response` specialises to $a=v$, where `ring` turns the product of equal factors into a square.

`response_nonpos_and_eq_zero_iff` takes any derivative `R` of the same sum and identifies it with the formula by uniqueness. A sum of nonnegative terms vanishes only if each term does, and positive weights then force $v_i=m$. Conversely, for equal shifts the mean equals each $v_i$.

For the example, `fermi_neg` and `fermi_slope` prove the two properties of the Fermi-Dirac function. `two_level_witness` uses the first to establish the constant number, applies `fixed_number_response`, and evaluates the two-term sums.
